# The third Franck–Condon moment of a ground state and its excess over ⟨W³⟩

Suppose an absorption band, with constant transition dipole and the frequency prefactor divided out, is modelled as the distribution of the energy difference $W$ between two electronic surfaces, sampled in the vibrational ground state. The mean and the variance of the band come out right, but its third moment is in general too small, and its third central moment is too small by the same amount. For a finite-dimensional vibrational model, the missing amount is a single expectation value.

## Moments from the ground-state equation

Let $H$ and $W$ be Hermitian operators on a finite-dimensional complex Hilbert space. $H$ is the vibrational Hamiltonian of the initial electronic state and $H'=H+W$ that of the final one. Let $f$ be a normalised ground vector, so that $Hf=E_0f$ and $\langle x,Hx\rangle\ge E_0\|x\|^2$ for all $x$. With orthonormal eigenvectors $v_j$ of $H'$ and eigenvalues $E'_j$, the moments of the stick spectrum are

$$M_k=\sum_j|\langle v_j,f\rangle|^2(E'_j-E_0)^k .$$

The claim is that $M_0=1$, $M_1=\langle f,Wf\rangle$, $M_2=\langle f,W^2f\rangle$ and

$$M_3=\langle f,W^3f\rangle+\langle Wf,(H-E_0)Wf\rangle,$$

where the last term is nonnegative and vanishes exactly when $H(Wf)=E_0Wf$.

Since $H'$ is Hermitian, $\langle v_j,(H'-E_0)^kf\rangle=(E'_j-E_0)^k\langle v_j,f\rangle$. Multiplying by $\langle f,v_j\rangle$ and summing over the complete basis gives

$$M_k=\langle f,(H'-E_0)^kf\rangle .$$

For $k=0$ this is $\|f\|^2=1$. For the other moments, the ground-state equation gives

$$(H'-E_0)f=Wf,\qquad \langle f,(H'-E_0)x\rangle=\langle f,Wx\rangle .$$

The first relation yields $M_1$, and both together yield $M_2$. In $M_3$ the outer factors become $W$ and the middle one remains:

$$M_3=\langle f,W(H'-E_0)Wf\rangle=\langle f,W^3f\rangle+\langle Wf,(H-E_0)Wf\rangle .$$

The variational bound at $x=Wf$ makes the last term nonnegative.

For the equality case, write $K=H-E_0$, suppose $\langle x,Kx\rangle=0$, and set $y=Kx$ and $c=\langle y,Ky\rangle\ge0$. Since $\langle x,Ky\rangle=\|y\|^2$, every real $t$ satisfies

$$0\le\langle x-ty,K(x-ty)\rangle=-2t\|y\|^2+t^2c .$$

At $t=\|y\|^2/(c+1)$ the right side equals $-t\|y\|^2-t^2$, which is negative unless $y=0$. Hence $Kx=0$. With $x=Wf$ this is the stated condition; the converse is immediate.

### Two levels in numbers

Take $H=\mathrm{diag}(0,3)$, let $W$ couple the levels with strength $2$, and let $f=(1,0)$, so $E_0=0$. Then

$$H'=\begin{pmatrix}0&2\\2&3\end{pmatrix}$$

has eigenvalues $4$ and $-1$, with normalised eigenvectors $(1,2)/\sqrt5$ and $(2,-1)/\sqrt5$. The line weights are $1/5$ and $4/5$. Therefore $M_1=4/5-4/5=0$, $M_2=16/5+4/5=4$ and $M_3=64/5-4/5=12$. Here $\langle f,W^3f\rangle=0$, so the whole third moment is excess. The negative line position appears because a constant electronic gap has been left out of $W$; adding it shifts both lines and leaves the excess at $12$.

### An eigenvector at the top of the spectrum

The moment formulas use only that $f$ is a normalised eigenvector of $H$; the ground-state property enters through the sign. If $f$ belongs to the largest eigenvalue of $H$, the same argument with the inequality reversed makes the extra term nonpositive.

## Hamiltonians, ground states and stick spectra in Lean

The space `V` is a complex inner product space, with `inner ℂ x y` conjugate-linear in `x`. Finite dimension is assumed where the spectrum enters.

```lean
import Mathlib

open Module

namespace FranckCondonMoments

noncomputable section

variable {V : Type*} [NormedAddCommGroup V] [InnerProductSpace ℂ V]
```

The operator $A-E_0$ is named once, for use with both $H$ and $H'$.

```lean
/-- The Hamiltonian `A` with energies measured from the level `E0`, that is `A - E0`. -/
def shifted (A : V →ₗ[ℂ] V) (E0 : ℝ) : Module.End ℂ V :=
  A - (E0 : ℂ) • (1 : Module.End ℂ V)
```

A ground state is specified by its norm, its eigenvalue equation and the variational bound. The bound is written for vectors of any length, and degenerate ground levels are allowed.

```lean
/-- A normalised eigenvector `f` of `H` whose real eigenvalue `E0` is a lower bound for the real
part of `⟨x, H x⟩` over all normalised `x`. For Hermitian `H` this is a ground state. -/
structure IsGroundState (H : V →ₗ[ℂ] V) (E0 : ℝ) (f : V) : Prop where
  norm_one : ‖f‖ = 1
  eigen : H f = (E0 : ℂ) • f
  lowest : ∀ x, E0 * ‖x‖ ^ 2 ≤ (inner ℂ x (H x)).re
```

The moment is the sum over lines itself, taken over Mathlib's orthonormal eigenbasis of a Hermitian operator (`IsSymmetric`). The weights are squared overlaps: the constant transition dipole is scaled out, and there is no frequency prefactor, line broadening or thermal population.

```lean
/-- The `k`-th moment of the stick spectrum of `f` in the eigenstates of the Hermitian operator
`A`: Franck-Condon factors times the `k`-th power of the line position relative to `E0`. -/
def fcMoment [FiniteDimensional ℂ V] {A : V →ₗ[ℂ] V} (hA : A.IsSymmetric)
    (E0 : ℝ) (f : V) (k : ℕ) : ℝ :=
  ∑ j, ‖inner ℂ (hA.eigenvectorBasis rfl j) f‖ ^ 2 * (hA.eigenvalues rfl j - E0) ^ k
```

## The sum over final states as an expectation value

```lean
theorem shifted_apply (A : V →ₗ[ℂ] V) (E0 : ℝ) (x : V) :
    shifted A E0 x = A x - (E0 : ℂ) • x := rfl
```

In the next proof, `key` is the relation for $\langle v_j,(A-E_0)^kf\rangle$, obtained by induction on $k$: symmetry moves $A$ onto the eigenvector, where it becomes a number. Completeness is `sum_inner_mul_inner`. The real moment is compared with a complex inner product, so the equation also says that this expectation value is real.

```lean
/-- Sum over final states: the `k`-th spectral moment of `f` for a Hermitian operator `A` equals
`⟨f, (A - E0)^k f⟩`, which is an expectation value when `f` is normalised. -/
theorem fcMoment_eq_expectation [FiniteDimensional ℂ V] {A : V →ₗ[ℂ] V} (hA : A.IsSymmetric)
    (E0 : ℝ) (f : V) (k : ℕ) :
    (fcMoment hA E0 f k : ℂ) = inner ℂ f ((shifted A E0 ^ k) f) := by
  -- each eigenstate turns the operator into its line position
  have key : ∀ j, inner ℂ (hA.eigenvectorBasis rfl j) ((shifted A E0 ^ k) f)
      = ((hA.eigenvalues rfl j : ℂ) - (E0 : ℂ)) ^ k
        * inner ℂ (hA.eigenvectorBasis rfl j) f := by
    intro j
    have hb : A (hA.eigenvectorBasis rfl j)
        = ((hA.eigenvalues rfl j : ℝ) : ℂ) • hA.eigenvectorBasis rfl j :=
      hA.apply_eigenvectorBasis rfl j
    induction k with
    | zero => simp
    | succ k ih =>
      rw [pow_succ', Module.End.mul_apply, shifted_apply, inner_sub_right, inner_smul_right,
        ← hA, hb, inner_smul_left, Complex.conj_ofReal, ih]
      ring
  -- completeness of the eigenbasis
  rw [← (hA.eigenvectorBasis rfl).sum_inner_mul_inner f, fcMoment, Complex.ofReal_sum]
  refine Finset.sum_congr rfl fun j _ => ?_
  have hn := Complex.conj_mul' (inner ℂ (hA.eigenvectorBasis rfl j) f)
  rw [inner_conj_symm] at hn
  rw [key j]
  push_cast
  rw [← hn]
  ring
```

## Sign and vanishing of the extra term

The variational bound, rewritten for $H-E_0$, gives the sign.

```lean
/-- If the real part of `⟨x, H x⟩` is at least `E0 ‖x‖²` for every `x`, then the real part of
`⟨x, (H - E0) x⟩` is nonnegative for every `x`. -/
theorem shifted_nonneg {H : V →ₗ[ℂ] V} {E0 : ℝ}
    (hlow : ∀ x, E0 * ‖x‖ ^ 2 ≤ (inner ℂ x (H x)).re) (x : V) :
    0 ≤ (inner ℂ x (shifted H E0 x)).re := by
  have hx : (inner ℂ x x).re = ‖x‖ ^ 2 := inner_self_eq_norm_sq (𝕜 := ℂ) x
  rw [shifted_apply, inner_sub_right, inner_smul_right, Complex.sub_re,
    Complex.re_ofReal_mul, hx]
  linarith [hlow x]
```

The equality case follows the derivation above with the same $x$, $y$, $c$ and $t$. The inequality for all $t$ is `ex`, and the last lines insert the chosen $t$ to contradict $y\ne0$.

```lean
/-- For a Hermitian `H` with energy expectation bounded below by `E0`, a vector in which `H - E0`
has zero expectation value is annihilated by `H - E0`. -/
theorem shifted_eq_zero {H : V →ₗ[ℂ] V} (hH : H.IsSymmetric) {E0 : ℝ}
    (hlow : ∀ x, E0 * ‖x‖ ^ 2 ≤ (inner ℂ x (H x)).re) (x : V)
    (h : (inner ℂ x (shifted H E0 x)).re = 0) : shifted H E0 x = 0 := by
  obtain ⟨y, hy⟩ : ∃ y, shifted H E0 x = y := ⟨_, rfl⟩
  rw [hy] at h ⊢
  have hyy : (inner ℂ y y).re = ‖y‖ ^ 2 := inner_self_eq_norm_sq (𝕜 := ℂ) y
  have hxy : inner ℂ x (shifted H E0 y) = inner ℂ y y := by
    nth_rewrite 2 [← hy]
    rw [shifted_apply, shifted_apply, inner_sub_right, inner_sub_left, inner_smul_right,
      inner_smul_left, Complex.conj_ofReal, hH]
  by_contra hne
  have hp : 0 < ‖y‖ ^ 2 := by
    have := norm_pos_iff.mpr hne
    positivity
  have hc := shifted_nonneg hlow y
  obtain ⟨c, hcdef⟩ : ∃ c, (inner ℂ y (shifted H E0 y)).re = c := ⟨_, rfl⟩
  rw [hcdef] at hc
  -- vary the state along `y` and use the variational bound
  have ex : ∀ t : ℝ, 0 ≤ -2 * t * ‖y‖ ^ 2 + t ^ 2 * c := by
    intro t
    have h0 := shifted_nonneg hlow (x - (t : ℂ) • y)
    simp only [map_sub, map_smul, hy, inner_sub_left, inner_sub_right, inner_smul_left,
      inner_smul_right, Complex.conj_ofReal, Complex.sub_re, Complex.re_ofReal_mul,
      hxy, hyy, h, hcdef] at h0
    linarith
  have ht : 0 < ‖y‖ ^ 2 / (c + 1) := by positivity
  have hm : ‖y‖ ^ 2 / (c + 1) * (c + 1) = ‖y‖ ^ 2 := div_mul_cancel₀ _ (by positivity)
  have h1 := ex (‖y‖ ^ 2 / (c + 1))
  generalize ‖y‖ ^ 2 / (c + 1) = t at ht hm h1
  have h2 : t ^ 2 * c = t * ‖y‖ ^ 2 - t ^ 2 := by linear_combination t * hm
  linarith [mul_pos ht hp, pow_pos ht 2]
```

## The four moments

The theorem collects the moments for $k=0,1,2,3$ and the sign. In the proof, `hr` replaces $H'-E_0$ by $W$ where it acts on $f$, and `hl` does so where it follows $f$ in the inner product, while `hmid` splits the middle factor of the third moment. The sign is stated for the real part, which is the whole value because $H$ is Hermitian.

```lean
/-- Franck-Condon moments: for Hermitian `H`, `W` and a ground state `f` of `H`, the spectrum of
`f` in the eigenstates of `H + W` has total weight one and first two moments `⟨f, W f⟩` and
`⟨f, W² f⟩`; the third is `⟨f, W³ f⟩` plus the nonnegative term `⟨W f, (H - E0) W f⟩`. -/
theorem franckCondon_moments [FiniteDimensional ℂ V] {H W : V →ₗ[ℂ] V}
    (hH : H.IsSymmetric) (hW : W.IsSymmetric) {E0 : ℝ} {f : V} (hf : IsGroundState H E0 f) :
    fcMoment (hH.add hW) E0 f 0 = 1 ∧
    (fcMoment (hH.add hW) E0 f 1 : ℂ) = inner ℂ f (W f) ∧
    (fcMoment (hH.add hW) E0 f 2 : ℂ) = inner ℂ f (W (W f)) ∧
    (fcMoment (hH.add hW) E0 f 3 : ℂ)
      = inner ℂ f (W (W (W f))) + inner ℂ (W f) (shifted H E0 (W f)) ∧
    0 ≤ (inner ℂ (W f) (shifted H E0 (W f))).re := by
  -- next to `f`, on either side, `H + W - E0` acts as `W`
  have hr : shifted (H + W) E0 f = W f := by
    rw [shifted_apply, LinearMap.add_apply, hf.eigen]
    abel
  have hl : ∀ x, inner ℂ f (shifted (H + W) E0 x) = inner ℂ f (W x) := by
    intro x
    rw [shifted_apply, LinearMap.add_apply, inner_sub_right, inner_add_right, ← hH f x,
      hf.eigen, inner_smul_left, inner_smul_right, Complex.conj_ofReal]
    ring
  have hmid : shifted (H + W) E0 (W f) = W (W f) + shifted H E0 (W f) := by
    rw [shifted_apply, shifted_apply, LinearMap.add_apply]
    abel
  refine ⟨?_, ?_, ?_, ?_, shifted_nonneg hf.lowest _⟩
  · apply Complex.ofReal_injective
    rw [fcMoment_eq_expectation, pow_zero, Module.End.one_apply]
    simp [inner_self_eq_norm_sq_to_K, hf.norm_one]
  · rw [fcMoment_eq_expectation, pow_one, hr]
  · rw [fcMoment_eq_expectation, pow_two, Module.End.mul_apply, hr, hl]
  · rw [fcMoment_eq_expectation, pow_three, Module.End.mul_apply, Module.End.mul_apply,
      hr, hl, hmid, map_add, inner_add_right, ← hW f (shifted H E0 (W f))]
```

The equality criterion then combines the third-moment formula with `shifted_eq_zero`. It is phrased as an equation, so $Wf=0$ is included. For a nondegenerate ground level it means that $Wf$ is a multiple of $f$.

```lean
/-- For Hermitian `H`, `W` and a ground state `f` of `H`, the third moment equals `⟨f, W³ f⟩`
exactly when `W f` satisfies the eigenvalue equation of `H` at the ground energy. -/
theorem third_moment_eq_iff [FiniteDimensional ℂ V] {H W : V →ₗ[ℂ] V}
    (hH : H.IsSymmetric) (hW : W.IsSymmetric) {E0 : ℝ} {f : V} (hf : IsGroundState H E0 f) :
    (fcMoment (hH.add hW) E0 f 3 : ℂ) = inner ℂ f (W (W (W f))) ↔
      H (W f) = (E0 : ℂ) • W f := by
  obtain ⟨-, -, -, h3, -⟩ := franckCondon_moments hH hW hf
  rw [h3, add_eq_left, ← sub_eq_zero (a := H (W f)), ← shifted_apply]
  constructor
  · intro h
    exact shifted_eq_zero hH hf.lowest _ (by rw [h, Complex.zero_re])
  · intro h
    rw [h, inner_zero_right]
```

## A coupled pair of levels

`twoLevel d g` is the matrix with diagonal $0,d$ and off-diagonal element $g$.

```lean
/-- The two-level operator with diagonal elements `0` and `d` and real coupling `g`. -/
def twoLevel (d g : ℝ) : EuclideanSpace ℂ (Fin 2) →ₗ[ℂ] EuclideanSpace ℂ (Fin 2) where
  toFun x := !₂[(g : ℂ) * x 1, (g : ℂ) * x 0 + (d : ℂ) * x 1]
  map_add' x y := by
    ext i
    fin_cases i <;> simp <;> ring
  map_smul' c x := by
    ext i
    fin_cases i <;> simp <;> ring

/-- The two-level operator is Hermitian. -/
theorem twoLevel_isSymmetric (d g : ℝ) : (twoLevel d g).IsSymmetric := by
  intro x y
  simp [twoLevel, PiLp.inner_apply, Fin.sum_univ_two]
  ring
```

With $H$ = `twoLevel Δ 0` and $W$ = `twoLevel 0 g`, the first basis vector $f$ is a ground state at energy zero for $\Delta\ge0$. The final theorem gives $\langle f,W^3f\rangle=0$ and $M_3=g^2\Delta$, so the excess is strictly positive whenever $\Delta>0$ and $g\ne0$. The numerical case above has $\Delta=3$ and $g=2$. The proof checks the ground-state conditions by components and then applies the general third-moment formula, without diagonalising $H'$.

```lean
/-- Two levels `0` and `Δ ≥ 0`, perturbed by a coupling `g`: `f = (1, 0)` is a ground state,
`⟨f, W³ f⟩` vanishes, and the third moment is `g² Δ`. -/
theorem twoLevel_witness (Δ g : ℝ) (hΔ : 0 ≤ Δ) :
    IsGroundState (twoLevel Δ 0) 0 !₂[1, 0] ∧
    inner ℂ !₂[(1 : ℂ), 0] (twoLevel 0 g (twoLevel 0 g (twoLevel 0 g !₂[1, 0]))) = 0 ∧
    fcMoment ((twoLevel_isSymmetric Δ 0).add (twoLevel_isSymmetric 0 g)) 0 !₂[1, 0] 3
      = g ^ 2 * Δ := by
  have hg : IsGroundState (twoLevel Δ 0) 0 !₂[1, 0] := by
    refine ⟨?_, ?_, fun x => ?_⟩
    · simp [EuclideanSpace.norm_eq, Fin.sum_univ_two]
    · ext i
      fin_cases i <;> simp [twoLevel]
    · simp [twoLevel, PiLp.inner_apply, Fin.sum_univ_two]
      nlinarith [mul_nonneg hΔ (mul_self_nonneg (x 1).re),
        mul_nonneg hΔ (mul_self_nonneg (x 1).im)]
  have hz : inner ℂ !₂[(1 : ℂ), 0]
      (twoLevel 0 g (twoLevel 0 g (twoLevel 0 g !₂[1, 0]))) = 0 := by
    simp [twoLevel, PiLp.inner_apply, Fin.sum_univ_two]
  refine ⟨hg, hz, ?_⟩
  obtain ⟨-, -, -, h3, -⟩ :=
    franckCondon_moments (twoLevel_isSymmetric Δ 0) (twoLevel_isSymmetric 0 g) hg
  apply Complex.ofReal_injective
  rw [h3, hz]
  simp [shifted_apply, twoLevel, PiLp.inner_apply, Fin.sum_univ_two]
  ring

end

end FranckCondonMoments
```

```lean
#print axioms FranckCondonMoments.franckCondon_moments
#print axioms FranckCondonMoments.third_moment_eq_iff
```

```
'FranckCondonMoments.franckCondon_moments' depends on axioms: [propext, Classical.choice, Quot.sound]
'FranckCondonMoments.third_moment_eq_iff' depends on axioms: [propext, Classical.choice, Quot.sound]
```
